# Exact time reversibility of velocity Verlet for position-dependent accelerations

For an acceleration that depends on position only, the velocity Verlet step of length h is inverted by the step of length −h, and n steps, a velocity flip, n further steps and a second flip return the initial state exactly, in real arithmetic. An explicit kick, drift, kick scheme with linear friction fails this test with n = 1 for nonzero velocity when the product γh of friction rate and step length lies between 0 and 4.

In Lean 4 with Mathlib:

```lean
import Mathlib

open Function

namespace VelocityVerletReversibility

noncomputable section

variable {E : Type*} [AddCommGroup E] [Module ℝ E]

/-- One velocity Verlet step of length `h` for the acceleration field `a`:
`x' = x + h v + (h²/2) a(x)` and `v' = v + (h/2) (a(x) + a(x'))`. -/
def verlet (a : E → E) (h : ℝ) (z : E × E) : E × E :=
  (z.1 + h • z.2 + (h ^ 2 / 2) • a z.1,
    z.2 + (h / 2) • (a z.1 + a (z.1 + h • z.2 + (h ^ 2 / 2) • a z.1)))

/-- Kick: the velocity changes by `t a(x)` at fixed position. -/
def kick (a : E → E) (t : ℝ) (z : E × E) : E × E := (z.1, z.2 + t • a z.1)

/-- Drift: the position changes by `t v` at fixed velocity. -/
def drift (t : ℝ) (z : E × E) : E × E := (z.1 + t • z.2, z.2)

/-- Velocity flip `(x, v) ↦ (x, -v)`. -/
def flipVel (z : E × E) : E × E := (z.1, -z.2)

/-- A velocity Verlet step is a half kick, a full drift and a half kick. -/
theorem verlet_eq_kick_drift_kick (a : E → E) (h : ℝ) (z : E × E) :
    verlet a h z = kick a (h / 2) (drift h (kick a (h / 2) z)) := by
  have hx : z.1 + h • (z.2 + (h / 2) • a z.1)
      = z.1 + h • z.2 + (h ^ 2 / 2) • a z.1 := by module
  simp only [verlet, kick, drift, hx]
  refine Prod.ext rfl ?_
  simp only [smul_add, add_assoc]

/-- A kick is undone by the kick of opposite duration, and a drift by the drift of
opposite duration. -/
theorem kick_drift_neg (a : E → E) (t : ℝ) (z : E × E) :
    kick a (-t) (kick a t z) = z ∧ drift (-t) (drift t z) = z := by
  constructor
  · simp [kick]
  · simp [drift]

/-- The step with `-h` is a two-sided inverse of the step with `h`, and the velocity
Verlet map is a bijection of phase space. -/
theorem verlet_neg_inverse (a : E → E) (h : ℝ) :
    LeftInverse (verlet a (-h)) (verlet a h) ∧ RightInverse (verlet a (-h)) (verlet a h) ∧
      Bijective (verlet a h) := by
  -- the palindromic splitting unwinds factor by factor
  have key : ∀ s : ℝ, LeftInverse (verlet a (-s)) (verlet a s) := by
    intro s z
    rw [verlet_eq_kick_drift_kick a (-s), verlet_eq_kick_drift_kick a s, neg_div,
      (kick_drift_neg a (s / 2) _).1, (kick_drift_neg a s _).2,
      (kick_drift_neg a (s / 2) _).1]
  have hr : RightInverse (verlet a (-h)) (verlet a h) := by
    have h1 := key (-h)
    rw [neg_neg] at h1
    exact h1
  exact ⟨key h, hr, (key h).injective, hr.surjective⟩

/-- A step forward in time from the flipped state equals the flip of a step backward in
time from the original state. -/
theorem verlet_flipVel (a : E → E) (h : ℝ) (z : E × E) :
    verlet a h (flipVel z) = flipVel (verlet a (-h) z) := by
  -- both sides arrive at the same position, so they evaluate `a` at the same point
  have hx : z.1 + h • (-z.2) + (h ^ 2 / 2) • a z.1
      = z.1 + (-h) • z.2 + ((-h) ^ 2 / 2) • a z.1 := by module
  simp only [verlet, flipVel, hx]
  refine Prod.ext rfl ?_
  dsimp only
  module

/-- Running `n` steps forward from the flipped state equals the flip of `n` steps
backward in time from the original state. -/
theorem verlet_iterate_flipVel (a : E → E) (h : ℝ) (n : ℕ) (z : E × E) :
    (verlet a h)^[n] (flipVel z) = flipVel ((verlet a (-h))^[n] z) := by
  induction n generalizing z with
  | zero => rfl
  | succ n ih => rw [iterate_succ_apply, iterate_succ_apply, verlet_flipVel, ih]

/-- Time reversibility of velocity Verlet: `n` steps, a velocity flip, `n` more steps and a
second flip return the initial state exactly. -/
theorem verlet_time_reversible (a : E → E) (h : ℝ) (n : ℕ) (z : E × E) :
    flipVel ((verlet a h)^[n] (flipVel ((verlet a h)^[n] z))) = z := by
  rw [verlet_iterate_flipVel, (verlet_neg_inverse a h).1.iterate n z]
  simp [flipVel]

/-- The trajectory is retraced point by point: after `m + k` steps and a flip, `k` further
steps give the flipped state of step `m`. -/
theorem verlet_retrace (a : E → E) (h : ℝ) (m k : ℕ) (z : E × E) :
    (verlet a h)^[k] (flipVel ((verlet a h)^[m + k] z)) = flipVel ((verlet a h)^[m] z) := by
  rw [verlet_iterate_flipVel, add_comm m k, iterate_add_apply,
    (verlet_neg_inverse a h).1.iterate k]

/-- Explicit kick, drift, kick step on the line for the velocity-dependent acceleration
`-γ v`, each half kick using the current velocity. -/
def dampedStep (γ h : ℝ) (z : ℝ × ℝ) : ℝ × ℝ :=
  (z.1 + h * (z.2 + h / 2 * (-γ * z.2)),
    (z.2 + h / 2 * (-γ * z.2)) + h / 2 * (-γ * (z.2 + h / 2 * (-γ * z.2))))

/-- With linear friction, step, flip, step, flip multiplies the velocity by
`(1 - γ h / 2)⁴`; for `0 < γ h < 4` and nonzero velocity the initial state is not recovered. -/
theorem dampedStep_not_reversible (γ h : ℝ) (z : ℝ × ℝ) :
    (flipVel (dampedStep γ h (flipVel (dampedStep γ h z)))).2 = (1 - γ * h / 2) ^ 4 * z.2 ∧
      (0 < γ * h → γ * h < 4 → z.2 ≠ 0 →
        flipVel (dampedStep γ h (flipVel (dampedStep γ h z))) ≠ z) := by
  have hv : (flipVel (dampedStep γ h (flipVel (dampedStep γ h z)))).2
      = (1 - γ * h / 2) ^ 4 * z.2 := by
    simp only [flipVel, dampedStep]
    ring
  refine ⟨hv, fun h0 h4 hz heq => ?_⟩
  rw [heq] at hv
  have h1 : (1 - γ * h / 2) ^ 4 = 1 :=
    mul_right_cancel₀ hz (by rw [one_mul]; exact hv.symm)
  -- the damping factor has modulus below one
  have h2 : (1 - γ * h / 2) ^ 2 < 1 := by
    nlinarith [mul_pos h0 (sub_pos.mpr h4)]
  have h3 : (1 - γ * h / 2) ^ 4 = (1 - γ * h / 2) ^ 2 * (1 - γ * h / 2) ^ 2 := by ring
  have h5 : (1 - γ * h / 2) ^ 2 * (1 - γ * h / 2) ^ 2 ≤ (1 - γ * h / 2) ^ 2 * 1 :=
    mul_le_mul_of_nonneg_left h2.le (sq_nonneg _)
  linarith

end

end VelocityVerletReversibility
```

```lean
#print axioms VelocityVerletReversibility.verlet_time_reversible
-- 'VelocityVerletReversibility.verlet_time_reversible' depends on axioms: [propext, Classical.choice, Quot.sound]
#print axioms VelocityVerletReversibility.verlet_retrace
-- 'VelocityVerletReversibility.verlet_retrace' depends on axioms: [propext, Classical.choice, Quot.sound]
#print axioms VelocityVerletReversibility.dampedStep_not_reversible
-- 'VelocityVerletReversibility.dampedStep_not_reversible' depends on axioms: [propext, Classical.choice, Quot.sound]
```

## The maps and the theorems

Positions x and velocities v lie in a real vector space `E`, and a state z = (x, v) is a point of `E × E` with components `z.1` and `z.2`. For an acceleration field a and a real step h, `verlet a h` is the map V(h) taking (x, v) to

x′ = x + h v + (h²/2) a(x)

v′ = v + (h/2) (a(x) + a(x′))

The maps `kick a t`, `drift t` and `flipVel`, for a real duration t, are

K(t)(x, v) = (x, v + t a(x)),  D(t)(x, v) = (x + t v, v),  R(x, v) = (x, −v)

Products of maps act from right to left, and `(verlet a h)^[n]` is V(h)ⁿ. The theorem `verlet_neg_inverse` says V(−h) V(h) = id (`LeftInverse`), V(h) V(−h) = id (`RightInverse`), and that V(h) is bijective. For all natural numbers n, m, k, zero included, `verlet_time_reversible` and `verlet_retrace` say

R V(h)ⁿ R V(h)ⁿ z = z

V(h)ᵏ R V(h)ᵐ⁺ᵏ z = R V(h)ᵐ z

The second identity means that after the flip the trajectory passes back through every earlier position with the opposite velocity.

## Forces, step length and arithmetic

For N atoms `E` is ℝ³ᴺ, and a collects the forces divided by the masses. The type `a : E → E` carries the one physical assumption, that the acceleration is fixed by the current position and not by velocity, time or history. It need not be continuous or come from a potential, `E` needs no norm or finite dimension, and h may have any size or sign. The theorems do not address accuracy, stability, energy conservation, variable steps, constraints, thermostats or floating-point rounding.

In an unconstrained, unthermostatted velocity Verlet simulation with a fixed step and position-only forces, a failure to return after reversal therefore does not come from discretisation error. Born–Oppenheimer dynamics fits the model when the computed force on the nuclei is a function of the nuclear positions alone. The force from an incompletely converged electronic calculation seeded from earlier steps need not be.

## Unwinding the palindrome

A half kick gives the velocity v + (h/2) a(x). Drifting with it gives the position

x + h (v + (h/2) a(x)) = x + h v + (h²/2) a(x) = x′

and a second half kick adds (h/2) a(x′) to the velocity, giving v′. Hence V(h) = K(h/2) D(h) K(h/2). In `verlet_eq_kick_drift_kick` the position identity is `hx`, closed by `module`, which checks linear identities by comparing scalar coefficients.

A kick leaves x fixed, so K(−t) meets the same a(x) and v + t a(x) − t a(x) = v. A drift leaves v fixed, so x + t v − t v = x. This is `kick_drift_neg`. Then

V(−h) V(h) = K(−h/2) D(−h) K(−h/2) K(h/2) D(h) K(h/2) = K(−h/2) D(−h) D(h) K(h/2) = K(−h/2) K(h/2) = id

The three cancellations are the last three rewrites in `key`, which holds for every step s. Taking s = −h gives `hr`, the other order. A left inverse gives injectivity and a right inverse surjectivity.

## The flip reverses the step

Both V(h) on (x, −v) and V(−h) on (x, v) reach the position

y = x − h v + (h²/2) a(x)

because (−h)² = h². The velocities are −v + (h/2)(a(x) + a(y)) and v − (h/2)(a(x) + a(y)), which are opposite. So V(h) R = R V(−h), which is `verlet_flipVel`; its `hx` identifies the two positions. Induction on n extends this:

V(h)ⁿ⁺¹ R z = V(h)ⁿ R V(−h) z = R V(−h)ⁿ V(−h) z

The hypothesis is used at V(−h) z, hence `generalizing z` in `verlet_iterate_flipVel`. Since V(−h)ⁿ undoes V(h)ⁿ, supplied by `(verlet_neg_inverse a h).1.iterate n z`,

R V(h)ⁿ R V(h)ⁿ z = R R V(−h)ⁿ V(h)ⁿ z = R R z = z

V(h)ᵏ R V(h)ᵐ⁺ᵏ z = R V(−h)ᵏ V(h)ᵏ V(h)ᵐ z = R V(h)ᵐ z

where the second line splits the iterate with `iterate_add_apply`.

## Friction in the kicks

On the real line, `dampedStep γ h` uses the drag acceleration −γ v and no other force, γ being the friction rate. With c = 1 − γh/2, each half kick multiplies the velocity by c, so the step sends (x, v) to (x + h c v, c² v). Through step, flip, step, flip the velocity runs

v → c² v → −c² v → −c⁴ v → c⁴ v

which is `hv` in `dampedStep_not_reversible`, proved by `ring` for all real γ and h. If the state returned and v ≠ 0, cancelling v would give c⁴ = 1 (`h1`). But

1 − c² = γh (4 − γh)/4 > 0 for 0 < γh < 4

so c² < 1 (`h2`) and c⁴ ≤ c² < 1 (`h3`, `h5`), a contradiction. The failure is not only an artefact of the scheme: for γ > 0 the exact damped motion does not return either, because its velocity shrinks by the factor exp(−γt) on each leg of duration t. The theorem concerns this one scheme under this flip, and not velocity-dependent forces in general.
